# Exponential decay of plane-wave coefficients and of the weight beyond a cutoff, for a periodic function holomorphic on a strip

A wavefunction or a potential lives on the real axis, but the property that makes its plane-wave expansion converge exponentially concerns complex positions. The function $f$ is therefore taken as a map $\mathbb{C}\to\mathbb{C}$ from the start, with period $L>0$, the length of a one-dimensional cell. It is assumed holomorphic on $|\operatorname{Im} z|<b$ and bounded by $M$ on $|\operatorname{Im} z|\le a$, with $0<a<b$. Physically, $b$ is a length no larger than the distance from the real axis to the nearest complex singularity, and $M$ is an upper bound on $|f|$ at distances up to $a$ from the real axis. These properties are assumed and not derived from a Schrödinger equation, and a function with a cusp on the real axis is excluded. Periodicity is required at every complex $z$. This costs nothing: periodicity on the real axis extends to the strip $|\operatorname{Im} z|<b$ by the identity theorem for holomorphic functions, and outside that strip $f$ may be set to zero.

## Plane waves, strips and coefficients

```lean
import Mathlib

open Complex (I)
open scoped Real

namespace PlaneWaveCutoff

noncomputable section
```

From here on `I` is the imaginary unit $i$, and `π` is the real number $\pi$.

```lean
/-- The plane wave `exp(i k z)` continued to complex position `z`. -/
def planeWave (k : ℝ) : ℂ → ℂ := fun z => Complex.exp (I * k * z)
```

For a real wave number $k$, `planeWave k` is the function $z\mapsto e^{ikz}$.

```lean
/-- The reciprocal-lattice wave number `G_n = 2 π n / L` of a cell of length `L`. -/
def waveNumber (L : ℝ) (n : ℤ) : ℝ := 2 * π * n / L
```

For an integer $n$, $G_n=2\pi n/L$. With $L=2\pi$ this is $G_n=n$.

```lean
/-- The open strip `|Im z| < b`. -/
def openStrip (b : ℝ) : Set ℂ := {z | |z.im| < b}
```

The braces denote a set, here the region where holomorphy is assumed.

```lean
/-- The closed strip `|Im z| ≤ a`. -/
def closedStrip (a : ℝ) : Set ℂ := {z | |z.im| ≤ a}
```

This is the region, boundary included, where the bound $M$ is assumed.

```lean
/-- The plane-wave coefficient `c_n = (1/L) ∫₀^L f(x) exp(-i G_n x) dx`. -/
def pwCoeff (L : ℝ) (f : ℂ → ℂ) (n : ℤ) : ℂ :=
  1 / (L : ℂ) * ∫ x : ℝ in (0 : ℝ)..L, f x * planeWave (-waveNumber L n) x
```

The coefficient is
$$c_n=\frac1L\int_0^L f(x)\,e^{-iG_nx}\,dx ,$$
which uses only real $x$. The prefactor $1/L$ belongs to the unnormalised waves $e^{iG_nx}$. For the orthonormal waves $e^{iG_nx}/\sqrt L$ the coefficient is $\sqrt L\,c_n$, and every squared weight below is multiplied by $L$.

```lean
/-- The weight `|c_n|²` if `|n| > N` (discarded by the cutoff `N`), and zero otherwise. -/
def tailTerm (c : ℤ → ℂ) (N : ℕ) (n : ℤ) : ℝ := if (N : ℤ) < |n| then ‖c n‖ ^ 2 else 0
```

The bars `‖ ‖` denote the modulus of a complex number. A cutoff $N\ge0$ keeps the $2N+1$ waves with $|n|\le N$, and the sum of `tailTerm c N` over all integers is the discarded weight $\sum_{|n|>N}|c_n|^2$.

## Moving the cell integral off the real axis

```lean
/-- The modulus of a plane wave at complex position is `exp(-k Im z)`. -/
theorem norm_planeWave (k : ℝ) (z : ℂ) : ‖planeWave k z‖ = Real.exp (-(k * z.im)) := by
  simp only [planeWave, Complex.norm_exp]
  congr 1
  simp
```

With $z=x+iy$, $e^{ikz}=e^{ikx}e^{-ky}$, so $|e^{ikz}|=e^{-k\operatorname{Im}z}$. The lemma `Complex.norm_exp` supplies $|e^w|=e^{\operatorname{Re}w}$.

```lean
/-- A plane wave with `k L` an integer multiple of `2 π` has period `L`. -/
theorem planeWave_periodic {k L : ℝ} (m : ℤ) (h : k * L = 2 * π * m) :
    Function.Periodic (planeWave k) (L : ℂ) := by
  intro z
  have hk : (k : ℂ) * L = 2 * π * m := by exact_mod_cast h
  have e : I * k * (z + L) = I * k * z + (m : ℂ) * (2 * π * I) := by
    linear_combination I * hk
  simp only [planeWave]
  rw [e, Complex.exp_add, Complex.exp_int_mul_two_pi_mul_I, mul_one]
```

Parentheses hold the arguments to be supplied, here the integer `m` and the hypothesis `h`, and variables in braces are inferred by Lean. `Function.Periodic` means that the value at $z+L$ equals the value at $z$. If $kL=2\pi m$ with $m$ an integer, then $e^{ik(z+L)}=e^{ikz}e^{2\pi i m}=e^{ikz}$; the step `e` is this splitting of the exponent.

```lean
/-- For an `L`-periodic function holomorphic on `|Im z| < b`, the integral over one cell is the
same along the line `Im z = s` as along the real axis, for every `|s| < b`. -/
theorem contour_shift {g : ℂ → ℂ} {L b s : ℝ} (hper : Function.Periodic g (L : ℂ))
    (hg : DifferentiableOn ℂ g (openStrip b)) (hs : |s| < b) :
    ∫ x : ℝ in (0 : ℝ)..L, g (x + s * I) = ∫ x : ℝ in (0 : ℝ)..L, g x := by
  have hsub : Set.uIcc (0 : ℝ) L ×ℂ Set.uIcc (0 : ℝ) s ⊆ openStrip b := by
    intro z hz
    have h2 := Set.mem_uIcc.mp (Complex.mem_reProdIm.mp hz).2
    have h3 := abs_lt.mp hs
    show |z.im| < b
    rw [abs_lt]
    rcases h2 with h2 | h2 <;> constructor <;> linarith [h2.1, h2.2, h3.1, h3.2]
  -- Cauchy's theorem on the rectangle [0, L] × [0, s]
  have h : (∫ x : ℝ in (0 : ℝ)..L, g (x + (0 : ℝ) * I)) - (∫ x : ℝ in (0 : ℝ)..L, g (x + s * I))
      + I • (∫ y : ℝ in (0 : ℝ)..s, g (L + y * I))
      - I • (∫ y : ℝ in (0 : ℝ)..s, g ((0 : ℝ) + y * I)) = 0 :=
    Complex.integral_boundary_rect_eq_zero_of_differentiableOn g ⟨0, 0⟩ ⟨L, s⟩ (hg.mono hsub)
  -- the vertical sides cancel by periodicity
  have e : ∀ y : ℝ, g (L + y * I) = g (y * I) := fun y => by
    rw [add_comm]
    exact hper _
  simp only [e, Complex.ofReal_zero, zero_mul, add_zero, zero_add, smul_eq_mul] at h
  linear_combination (-1 : ℂ) * h
```

On an open set, `DifferentiableOn ℂ` is holomorphy. Let $g$ be $L$-periodic and holomorphic on the open strip, and let $s$ be real with $|s|<b$. The rectangle with corners $0$, $L$, $L+is$, $is$ lies in the strip (`hsub`, where `Set.uIcc` is the interval between two endpoints in either order, so $s<0$ is allowed). Cauchy's theorem, the step `h`, gives
$$\int_0^L g(x)\,dx-\int_0^L g(x+is)\,dx+i\int_0^s g(L+iy)\,dy-i\int_0^s g(iy)\,dy=0 .$$
Since $g(L+iy)=g(iy)$ (step `e`), the last two terms cancel, and the two horizontal integrals are equal.

```lean
/-- For `f` of period `L > 0` and holomorphic on `|Im z| < b`, the plane-wave coefficient may be
computed along the line `Im z = s` for any `|s| < b`. -/
theorem pwCoeff_shift {f : ℂ → ℂ} {L b s : ℝ} (hL : 0 < L) (hper : Function.Periodic f (L : ℂ))
    (hf : DifferentiableOn ℂ f (openStrip b)) (hs : |s| < b) (n : ℤ) :
    pwCoeff L f n = 1 / (L : ℂ) *
      ∫ x : ℝ in (0 : ℝ)..L, f (x + s * I) * planeWave (-waveNumber L n) (x + s * I) := by
  have hp : Differentiable ℂ (planeWave (-waveNumber L n)) := by
    unfold planeWave
    fun_prop
  have hk : -waveNumber L n * L = 2 * π * ((-n : ℤ) : ℝ) := by
    rw [waveNumber, neg_mul, div_mul_cancel₀ _ hL.ne']
    push_cast
    ring
  have hd : DifferentiableOn ℂ (fun z => f z * planeWave (-waveNumber L n) z) (openStrip b) :=
    hf.mul hp.differentiableOn
  have hP : Function.Periodic (fun z => f z * planeWave (-waveNumber L n) z) (L : ℂ) :=
    hper.mul (planeWave_periodic (-n) hk)
  have h := contour_shift hP hd hs
  exact congrArg (fun t => 1 / (L : ℂ) * t) h.symm
```

Take $g(z)=f(z)e^{-iG_nz}$. It is holomorphic as a product (`hd`), and periodic because $-G_nL=2\pi(-n)$ (`hk`, `hP`). Hence
$$c_n=\frac1L\int_0^L f(x+is)\,e^{-iG_n(x+is)}\,dx .$$

## Decay of a single coefficient

```lean
/-- If `f` is `L`-periodic, holomorphic on `|Im z| < b` and bounded by `M` on `|Im z| ≤ a`, with `L
> 0` and `0 ≤ a < b`, then `|c_n| ≤ M exp(-a |G_n|)`. -/
theorem pwCoeff_decay {f : ℂ → ℂ} {L a b M : ℝ} (hL : 0 < L) (ha : 0 ≤ a) (hab : a < b)
    (hper : Function.Periodic f (L : ℂ)) (hf : DifferentiableOn ℂ f (openStrip b))
    (hM : ∀ z ∈ closedStrip a, ‖f z‖ ≤ M) (n : ℤ) :
    ‖pwCoeff L f n‖ ≤ M * Real.exp (-(a * |waveNumber L n|)) := by
  -- shift towards the side on which the plane wave decays
  obtain ⟨s, hs, hks⟩ : ∃ s : ℝ, |s| = a ∧ waveNumber L n * s = -(a * |waveNumber L n|) := by
    rcases le_total 0 (waveNumber L n) with h | h
    · exact ⟨-a, by rw [abs_neg, abs_of_nonneg ha], by rw [abs_of_nonneg h]; ring⟩
    · exact ⟨a, abs_of_nonneg ha, by rw [abs_of_nonpos h]; ring⟩
  have hb : ‖∫ x : ℝ in (0 : ℝ)..L, f (x + s * I) * planeWave (-waveNumber L n) (x + s * I)‖
      ≤ M * Real.exp (-(a * |waveNumber L n|)) * |L - 0| := by
    apply intervalIntegral.norm_integral_le_of_norm_le_const
    intro x _
    have him : ((x : ℂ) + s * I).im = s := by simp
    have hz : (x : ℂ) + s * I ∈ closedStrip a := by
      show |((x : ℂ) + s * I).im| ≤ a
      rw [him, hs]
    rw [norm_mul, norm_planeWave, him, neg_mul, neg_neg, hks]
    exact mul_le_mul_of_nonneg_right (hM _ hz) (Real.exp_pos _).le
  rw [sub_zero, abs_of_pos hL] at hb
  rw [pwCoeff_shift hL hper hf (hs.trans_lt hab) n, norm_mul, norm_div, norm_one,
    Complex.norm_real, Real.norm_eq_abs, abs_of_pos hL, one_div, inv_mul_eq_div, div_le_iff₀ hL]
  exact hb
```

The conclusion is $|c_n|\le M e^{-a|G_n|}$ for every integer $n$, and here $a=0$ is admitted. On the line $\operatorname{Im}z=s$ the wave $e^{-iG_nz}$ has modulus $e^{G_ns}$. Choose $s=-a$ if $G_n\ge0$ and $s=+a$ if $G_n\le0$, so that $|s|=a$ and $G_ns=-a|G_n|$; this is the `obtain` step. The condition $a<b$ puts the line inside the region of holomorphy, and $|f|\le M$ holds on it. Then
$$|c_n|\le\frac1L\cdot L\cdot M e^{-a|G_n|} ,$$
where `hb` bounds the integral by length times the pointwise bound and the last rewrite divides by $L$.

## The discarded weight

```lean
/-- For `0 ≤ q < 1` the sum of `q^|n|` over integers with `|n| > N` is `2 q^(N+1) / (1 - q)`. -/
theorem geom_tail {q : ℝ} (h0 : 0 ≤ q) (h1 : q < 1) (N : ℕ) :
    HasSum (fun n : ℤ => if N < n.natAbs then q ^ n.natAbs else 0)
      (2 * q ^ (N + 1) / (1 - q)) := by
  have g : HasSum (fun m : ℕ => if N < m then q ^ m else 0) (q ^ (N + 1) * (1 - q)⁻¹) := by
    apply (hasSum_nat_add_iff' (N + 1)).1
    have hz : ∑ i ∈ Finset.range (N + 1), (if N < i then q ^ i else 0) = 0 :=
      Finset.sum_eq_zero fun i hi => by
        have := Finset.mem_range.mp hi
        exact if_neg (by omega)
    have e : ∀ m : ℕ, (if N < m + (N + 1) then q ^ (m + (N + 1)) else 0)
        = q ^ (N + 1) * q ^ m := fun m => by
      rw [if_pos (by omega)]
      ring
    simp only [hz, e, sub_zero]
    exact (hasSum_geometric_of_lt_one h0 h1).mul_left _
  have h := HasSum.of_nat_of_neg (f := fun n : ℤ => if N < n.natAbs then q ^ n.natAbs else 0)
    (by simpa only [Int.natAbs_natCast] using g)
    (by simpa only [Int.natAbs_neg, Int.natAbs_natCast] using g)
  simp only [Int.natAbs_zero, Nat.not_lt_zero, if_false, sub_zero] at h
  have e : 2 * q ^ (N + 1) / (1 - q) = q ^ (N + 1) * (1 - q)⁻¹ + q ^ (N + 1) * (1 - q)⁻¹ := by
    ring
  rw [e]
  exact h
```

`HasSum` says that a series converges to the stated value, and `n.natAbs` is $|n|$ as a natural number. For $0\le q<1$,
$$\sum_{m>N}q^m=q^{N+1}\sum_{m\ge0}q^m=\frac{q^{N+1}}{1-q},$$
which is the step `g`. `HasSum.of_nat_of_neg` adds the sums over $n\ge0$ and $n\le0$ and subtracts the doubly counted term $n=0$. That term vanishes even for $N=0$, leaving $2q^{N+1}/(1-q)$.

```lean
/-- If `|c_n| ≤ M exp(-α |n|)` with `α > 0`, the weight beyond the cutoff `N` is summable and at
most `2 M² exp(-2α(N+1)) / (1 - exp(-2α))`. -/
theorem tail_of_decay {c : ℤ → ℂ} {M α : ℝ} (hα : 0 < α)
    (hc : ∀ n : ℤ, ‖c n‖ ≤ M * Real.exp (-(α * |(n : ℝ)|))) (N : ℕ) :
    Summable (tailTerm c N) ∧ ∑' n, tailTerm c N n ≤
      2 * M ^ 2 * Real.exp (-2 * α * (N + 1)) / (1 - Real.exp (-2 * α)) := by
  have hq : Real.exp (-2 * α) < 1 :=
    (Real.exp_lt_exp.mpr (by linarith : -2 * α < 0)).trans_eq Real.exp_zero
  have hs := (geom_tail (Real.exp_pos _).le hq N).mul_left (M ^ 2)
  -- termwise comparison with the geometric tail
  have hle : ∀ n : ℤ, tailTerm c N n ≤
      M ^ 2 * (if N < n.natAbs then Real.exp (-2 * α) ^ n.natAbs else 0) := by
    intro n
    have hiff : (N : ℤ) < |n| ↔ N < n.natAbs := by rw [← Int.natCast_natAbs n, Nat.cast_lt]
    have hn : ((n.natAbs : ℕ) : ℝ) = |(n : ℝ)| := by
      rw [← Int.cast_abs, ← Int.natCast_natAbs n, Int.cast_natCast]
    have e : Real.exp (-2 * α) ^ n.natAbs = Real.exp (-(α * |(n : ℝ)|)) ^ 2 := by
      rw [← Real.exp_nat_mul, ← Real.exp_nat_mul, hn]
      congr 1
      push_cast
      ring
    by_cases h : N < n.natAbs
    · rw [tailTerm, if_pos (hiff.mpr h), if_pos h, e, ← mul_pow]
      exact pow_le_pow_left₀ (norm_nonneg _) (hc n) 2
    · rw [tailTerm, if_neg (fun h' => h (hiff.mp h')), if_neg h, mul_zero]
  have hnn : ∀ n : ℤ, 0 ≤ tailTerm c N n := fun n => by
    unfold tailTerm
    split_ifs
    · exact sq_nonneg _
    · exact le_rfl
  have hsum : Summable (tailTerm c N) := Summable.of_nonneg_of_le hnn hle hs.summable
  have e : Real.exp (-2 * α * (N + 1)) = Real.exp (-2 * α) ^ (N + 1) := by
    rw [← Real.exp_nat_mul]
    congr 1
    push_cast
    ring
  refine ⟨hsum, (hasSum_le hle hsum.hasSum hs).trans (le_of_eq ?_)⟩
  rw [e]
  ring
```

This concerns any sequence with $|c_n|\le Me^{-\alpha|n|}$ for a rate $\alpha>0$. Squaring gives $|c_n|^2\le M^2q^{|n|}$ with $q=e^{-2\alpha}<1$ (`hle`, `hq`), so
$$\sum_{|n|>N}|c_n|^2\le M^2\,\frac{2q^{N+1}}{1-q}=\frac{2M^2e^{-2\alpha(N+1)}}{1-e^{-2\alpha}} .$$
The symbol `∧` is "and", and `∑'` is the infinite sum. Lean assigns the value $0$ to `∑'` of a divergent series, so the conclusion also states `Summable`, obtained by comparison of non-negative terms.

```lean
/-- For `f` of period `L`, holomorphic on `|Im z| < b` and bounded by `M` on `|Im z| ≤ a` with
`0 < a < b`, the weight with `|n| > N` is summable and at most
`2 M² exp(-2α(N+1)) / (1 - exp(-2α))`, where `α = 2 π a / L`. -/
theorem cutoff_convergence {f : ℂ → ℂ} {L a b M : ℝ} (hL : 0 < L) (ha : 0 < a) (hab : a < b)
    (hper : Function.Periodic f (L : ℂ)) (hf : DifferentiableOn ℂ f (openStrip b))
    (hM : ∀ z ∈ closedStrip a, ‖f z‖ ≤ M) (N : ℕ) :
    Summable (tailTerm (pwCoeff L f) N) ∧ ∑' n, tailTerm (pwCoeff L f) N n ≤
      2 * M ^ 2 * Real.exp (-2 * (2 * π * a / L) * (N + 1)) /
        (1 - Real.exp (-2 * (2 * π * a / L))) := by
  refine tail_of_decay (by positivity) (fun n => ?_) N
  have e : 2 * π * a / L * |(n : ℝ)| = a * |waveNumber L n| := by
    rw [waveNumber, abs_div, abs_mul, abs_of_pos hL, abs_of_pos Real.two_pi_pos]
    ring
  rw [e]
  exact pwCoeff_decay hL ha.le hab hper hf hM n
```

Since $a|G_n|=(2\pi a/L)|n|$ (step `e`), the coefficient bound has the required form with $\alpha=2\pi a/L$. Now $a>0$ is required, so that $q<1$. The rate $\alpha$ in this bound is set by the ratio of the strip half-width $a$ to the cell length; the coefficients of a given function may decay faster.

```lean
/-- For `f` of period `2 π`, holomorphic on `|Im z| < b` and bounded by `M` on `|Im z| ≤ a` with `0
< a < b`: `|c_n| ≤ M exp(-a |n|)`, and the weight with `|n| > N` is summable and at most `2 M²
exp(-2a(N+1)) / (1 - exp(-2a))`. -/
theorem cutoff_convergence_two_pi {f : ℂ → ℂ} {a b M : ℝ} (ha : 0 < a) (hab : a < b)
    (hper : Function.Periodic f (2 * π : ℂ)) (hf : DifferentiableOn ℂ f (openStrip b))
    (hM : ∀ z ∈ closedStrip a, ‖f z‖ ≤ M) :
    (∀ n : ℤ, ‖pwCoeff (2 * π) f n‖ ≤ M * Real.exp (-(a * |(n : ℝ)|))) ∧
    ∀ N : ℕ, Summable (tailTerm (pwCoeff (2 * π) f) N) ∧
      ∑' n, tailTerm (pwCoeff (2 * π) f) N n ≤
        2 * M ^ 2 * Real.exp (-2 * a * (N + 1)) / (1 - Real.exp (-2 * a)) := by
  have hper' : Function.Periodic f ((2 * π : ℝ) : ℂ) := by
    push_cast
    exact hper
  have h : ∀ n : ℤ, ‖pwCoeff (2 * π) f n‖ ≤ M * Real.exp (-(a * |(n : ℝ)|)) := fun n => by
    have e : waveNumber (2 * π) n = n := mul_div_cancel_left₀ _ Real.two_pi_pos.ne'
    have := pwCoeff_decay Real.two_pi_pos ha.le hab hper' hf hM n
    rwa [e] at this
  exact ⟨h, tail_of_decay ha h⟩
```

For $L=2\pi$ one has $\alpha=a$, and both results are collected: $|c_n|\le Me^{-a|n|}$ for all $n$, and for every $N\ge0$
$$\sum_{|n|>N}|c_n|^2\le\frac{2M^2e^{-2a(N+1)}}{1-e^{-2a}} .$$

## A function that attains the coefficient bound

```lean
/-- The plane wave `exp(i G_n z)` is `L`-periodic, holomorphic on the strip, bounded by
`M = exp(a |G_n|)` on `|Im z| ≤ a`, and has `|c_n| = M exp(-a |G_n|)`. -/
theorem decay_sharp_witness {L : ℝ} (hL : 0 < L) (a b : ℝ) (n : ℤ) :
    Function.Periodic (planeWave (waveNumber L n)) (L : ℂ) ∧
    DifferentiableOn ℂ (planeWave (waveNumber L n)) (openStrip b) ∧
    (∀ z ∈ closedStrip a, ‖planeWave (waveNumber L n) z‖ ≤ Real.exp (a * |waveNumber L n|)) ∧
    ‖pwCoeff L (planeWave (waveNumber L n)) n‖ =
      Real.exp (a * |waveNumber L n|) * Real.exp (-(a * |waveNumber L n|)) := by
  have hp : Differentiable ℂ (planeWave (waveNumber L n)) := by
    unfold planeWave
    fun_prop
  refine ⟨planeWave_periodic n (div_mul_cancel₀ _ hL.ne'), hp.differentiableOn, ?_, ?_⟩
  · intro z hz
    have hz' : |z.im| ≤ a := hz
    rw [norm_planeWave, Real.exp_le_exp]
    refine (neg_le_abs _).trans ?_
    rw [abs_mul, mul_comm]
    exact mul_le_mul_of_nonneg_right hz' (abs_nonneg _)
  · have e : ∀ x : ℝ, planeWave (waveNumber L n) x * planeWave (-waveNumber L n) x = 1 := by
      intro x
      simp only [planeWave]
      rw [← Complex.exp_add, ← Complex.exp_zero]
      congr 1
      push_cast
      ring
    rw [← Real.exp_add, add_neg_cancel, Real.exp_zero]
    simp only [pwCoeff, e]
    simp [hL.ne']

end

end PlaneWaveCutoff
```

For a fixed $n$, the function $f(z)=e^{iG_nz}$ is periodic, holomorphic everywhere, and satisfies $|f(z)|=e^{-G_n\operatorname{Im}z}\le e^{a|G_n|}$ on the closed strip. Its own coefficient is $c_n=\frac1L\int_0^L 1\,dx=1$, which equals $Me^{-a|G_n|}$ for $M=e^{a|G_n|}$. The coefficient bound is thus attained for each $n$, by a function and a constant $M$ that depend on $n$. The theorem says nothing about sharpness of the bound on the discarded weight.

```lean
#print axioms PlaneWaveCutoff.planeWave_periodic
#print axioms PlaneWaveCutoff.cutoff_convergence
#print axioms PlaneWaveCutoff.cutoff_convergence_two_pi
```

```
'PlaneWaveCutoff.planeWave_periodic' depends on axioms: [propext, Classical.choice, Quot.sound]
'PlaneWaveCutoff.cutoff_convergence' depends on axioms: [propext, Classical.choice, Quot.sound]
'PlaneWaveCutoff.cutoff_convergence_two_pi' depends on axioms: [propext, Classical.choice, Quot.sound]
```

## Without periodicity, and the link to an energy cutoff

What follows is ordinary reasoning that does not appear among the theorems. Take $L=2\pi$ and $f(z)=e^{iz/2}$, which is holomorphic everywhere and bounded by $M=e^{a/2}$ on the closed strip, but changes sign over one cell. Then
$$c_n=\frac1{2\pi}\int_0^{2\pi}e^{i(1/2-n)x}\,dx=\frac{e^{i\pi}-1}{2\pi i\,(1/2-n)},\qquad |c_n|=\frac1{\pi\,|n-1/2|},$$
which exceeds $Me^{-a|n|}$ at large $|n|$ for any $a>0$. The vertical sides of the rectangle add here instead of cancelling. For a Bloch state, the function to expand is accordingly the cell-periodic factor.

By Parseval's identity the discarded weight is the mean-square truncation error $\frac1L\int_0^L|f-f_N|^2dx$, where $f_N=\sum_{|n|\le N}c_ne^{iG_nx}$. For one fixed function in one dimension, the bound falls as $e^{-2aG_{N+1}}$, that is exponentially in the square root of a kinetic-energy cutoff proportional to $G_N^2$; eigenvalues and total energies computed in the truncated basis are a separate question.
